# The virial of a rigid molecule about its centre of mass is minus twice its internal kinetic energy at every instant

## Do the atomic and molecular pressures agree at each step, or only on average?

If I compute the pressure of rigid water from the kinetic energy of all atoms but the virial of the molecular centres, it comes out too high: the rotational kinetic energy is counted, and the part of the virial that should offset it is missing. So I have to stay with one bookkeeping. Either I use atomic velocities and the forces on atoms, constraint forces included, or I use centre-of-mass velocities and the total force on each molecule.

What puzzles me is how closely the two should match. The virial theorem I know is about time averages of bounded motion, while my molecules tumble and the forces on them fluctuate. If the two pressures differ in a single frame, is that noise to be averaged away, or a sign that something is wrong?

## They agree at each instant if the molecule is fully rigid

For a molecule whose pair distances are all constant, the kinetic term plus the virial is the same in both bookkeepings at every time, with no averaging. This bears on pressure calculations in molecular dynamics for classical, completely rigid molecules moving in continuous time. A real integrator takes finite steps, and the passage from the smooth trajectory to the discrete one is the step that the theorems leave open. A small difference in one frame can therefore come from the time step or the constraint tolerance.

### Constant distances freeze the central moment

Let atom $i$ have mass $m_i$, position $x_i$, velocity $v_i$ and acceleration $a_i$. Put $M=\sum_i m_i\neq 0$, and let
$$c=\frac1M\sum_i m_i x_i,\qquad u=\dot c=\frac1M\sum_i m_i v_i,\qquad r_i=x_i-c .$$
The deviations cancel, since $\sum_i m_i r_i = Mc-Mc=0$.

Define the central moment $I=\sum_i m_i\|r_i\|^2$. Because $x_i-x_j=r_i-r_j$,
$$\sum_{i,j} m_i m_j\|x_i-x_j\|^2=\sum_{i,j} m_i m_j\left(\|r_i\|^2-2\langle r_i,r_j\rangle+\|r_j\|^2\right)=2MI .$$
The cross term vanishes by the cancellation above. The left side is constant for a rigid molecule, so $I$ is constant too.

Its derivative is $\dot I=2L$ with $L=\sum_i m_i\langle r_i,v_i-u\rangle$, so $L=0$ at all times. Differentiating once more gives
$$0=\dot L=\sum_i m_i\|v_i-u\|^2+\sum_i m_i\langle r_i,a_i-\dot u\rangle .$$
The term with $\dot u$ is $\langle\sum_i m_i r_i,\dot u\rangle=0$. What remains is
$$\sum_i m_i\|v_i-u\|^2+\sum_i\langle x_i-c,\,m_i a_i\rangle=0 .$$
For a rotating dumbbell this is the familiar centripetal force: the atoms are pulled inwards exactly as hard as their circular motion demands.

Now let $f_i=m_ia_i$ be the total force on atom $i$. Since $\sum_i m_i(v_i-u)=0$, the kinetic sum splits, and so does the virial:
$$\sum_i m_i\|v_i\|^2=\sum_i m_i\|v_i-u\|^2+M\|u\|^2,\qquad \sum_i\langle x_i,f_i\rangle=\sum_i\langle r_i,f_i\rangle+\Big\langle c,\sum_i f_i\Big\rangle .$$
When these are added, the two internal terms cancel, and the atomic sum equals the molecular one:
$$\sum_i m_i\|v_i\|^2+\sum_i\langle x_i,f_i\rangle=M\|u\|^2+\Big\langle c,\sum_i f_i\Big\rangle .$$

There is also a converse. Suppose the balance holds at all times and no mass is negative. Then $\dot L=0$, so $L$ is constant and $I(t)=I(0)+2Lt$. If $L$ were nonzero, $I$ would equal $-1$ at $t=-(I(0)+1)/(2L)$, which is impossible for a sum of nonnegative terms. Hence $L=0$ and $I$ is constant. For two atoms of positive masses $m_0,m_1$ at distance $d$, the pair formula reads $m_0m_1d^2=(m_0+m_1)I$, so $d$ is constant.

```lean
import Mathlib

open scoped InnerProductSpace

namespace RigidMoleculeVirial

noncomputable section

variable {ι E : Type*} [Fintype ι] [NormedAddCommGroup E] [InnerProductSpace ℝ E]

/-- The mass-weighted mean of the vectors `y i`, for nonzero total mass: the centre of mass if
`y` holds positions, its velocity if `y` holds velocities. -/
def com (m : ι → ℝ) (y : ι → E) : E := (∑ i, m i)⁻¹ • ∑ i, m i • y i

/-- The central moment `∑ mᵢ ‖yᵢ - c‖²` of a configuration with nonzero total mass, where `c` is
the centre of mass. -/
def centralMoment (m : ι → ℝ) (y : ι → E) : ℝ := ∑ i, m i * ‖y i - com m y‖ ^ 2

/-- The radial momentum sum `∑ mᵢ ⟨yᵢ - c, wᵢ - u⟩` of positions `y` and velocities `w`, relative
to the centre of mass `c` and its velocity `u`, for nonzero total mass. -/
def radialMomentum (m : ι → ℝ) (y w : ι → E) : ℝ :=
  ∑ i, m i * ⟪y i - com m y, w i - com m w⟫_ℝ

/-- For nonzero total mass, the mass-weighted deviations from the centre of mass cancel along
every direction `z`. -/
theorem sum_deviation_inner {m : ι → ℝ} (hM : ∑ i, m i ≠ 0) (y : ι → E) (z : E) :
    ∑ i, m i * ⟪y i - com m y, z⟫_ℝ = 0 := by
  have h : ∑ i, m i • (y i - com m y) = 0 := by
    simp only [smul_sub, Finset.sum_sub_distrib, ← Finset.sum_smul]
    unfold com
    rw [smul_smul, mul_inv_cancel₀ hM, one_smul, sub_self]
  have h' := congrArg (fun q => ⟪q, z⟫_ℝ) h
  simpa only [sum_inner, real_inner_smul_left, inner_zero_left] using h'

/-- For nonzero total mass, the pair distances determine the central moment:
`∑ᵢⱼ mᵢ mⱼ ‖yᵢ - yⱼ‖²` is twice the total mass times the central moment. -/
theorem sum_pair_distances {m : ι → ℝ} (hM : ∑ i, m i ≠ 0) (y : ι → E) :
    ∑ i, ∑ j, m i * m j * ‖y i - y j‖ ^ 2 = 2 * (∑ i, m i) * centralMoment m y := by
  have h : ∀ i, ∑ j, m i * m j * ‖y i - y j‖ ^ 2 =
      m i * ‖y i - com m y‖ ^ 2 * (∑ j, m j) + m i * centralMoment m y := by
    intro i
    -- expand the distance about the centre of mass; the cross term cancels
    have e : ∑ j, m i * m j * ‖y i - y j‖ ^ 2 =
        ∑ j, (m i * ‖y i - com m y‖ ^ 2 * m j
          - 2 * m i * (m j * ⟪y j - com m y, y i - com m y⟫_ℝ)
          + m i * (m j * ‖y j - com m y‖ ^ 2)) := by
      refine Finset.sum_congr rfl fun j _ => ?_
      have d : y i - y j = (y i - com m y) - (y j - com m y) := by abel
      rw [d, norm_sub_sq_real, real_inner_comm]
      ring
    rw [e, Finset.sum_add_distrib, Finset.sum_sub_distrib, ← Finset.mul_sum, ← Finset.mul_sum,
      ← Finset.mul_sum, sum_deviation_inner hM]
    unfold centralMoment
    ring
  rw [Finset.sum_congr rfl fun i _ => h i, Finset.sum_add_distrib, ← Finset.sum_mul,
    ← Finset.sum_mul]
  unfold centralMoment
  ring

/-- The centre of mass moves with the mass-weighted mean of the velocities. -/
theorem hasDerivAt_com (m : ι → ℝ) {x : ℝ → ι → E} {w : ι → E} {t : ℝ}
    (hx : HasDerivAt x w t) : HasDerivAt (fun s => com m (x s)) (com m w) t := by
  have h : ∀ i, HasDerivAt (fun s => m i • x s i) (m i • w i) t :=
    fun i => (hasDerivAt_pi.1 hx i).const_smul (m i)
  have hs : HasDerivAt (fun s => ∑ i, m i • x s i) (∑ i, m i • w i) t :=
    HasDerivAt.fun_sum fun i _ => h i
  exact hs.const_smul _

/-- The central moment changes at twice the rate given by the radial momentum sum. -/
theorem hasDerivAt_centralMoment (m : ι → ℝ) {x : ℝ → ι → E} {w : ι → E} {t : ℝ}
    (hx : HasDerivAt x w t) :
    HasDerivAt (fun s => centralMoment m (x s)) (2 * radialMomentum m (x t) w) t := by
  have h : ∀ i, HasDerivAt (fun s => m i * ‖x s i - com m (x s)‖ ^ 2)
      (m i * (2 * ⟪x t i - com m (x t), w i - com m w⟫_ℝ)) t := fun i =>
    (((hasDerivAt_pi.1 hx i).fun_sub (hasDerivAt_com m hx)).norm_sq).const_mul (m i)
  have hs := HasDerivAt.fun_sum (u := Finset.univ) fun i _ => h i
  refine hs.congr_deriv ?_
  simp only [radialMomentum, Finset.mul_sum]
  exact Finset.sum_congr rfl fun i _ => by ring

/-- For nonzero total mass, the radial momentum sum changes at the rate
`∑ mᵢ ‖vᵢ - u‖² + ∑ ⟨xᵢ - c, mᵢ aᵢ⟩`. -/
theorem hasDerivAt_radialMomentum {m : ι → ℝ} (hM : ∑ i, m i ≠ 0) {x v : ℝ → ι → E}
    {a : ι → E} {t : ℝ} (hx : HasDerivAt x (v t) t) (hv : HasDerivAt v a t) :
    HasDerivAt (fun s => radialMomentum m (x s) (v s))
      (∑ i, m i * ‖v t i - com m (v t)‖ ^ 2 + ∑ i, ⟪x t i - com m (x t), m i • a i⟫_ℝ) t := by
  have h : ∀ i, HasDerivAt
      (fun s => m i * ⟪x s i - com m (x s), v s i - com m (v s)⟫_ℝ)
      (m i * (⟪x t i - com m (x t), a i - com m a⟫_ℝ
        + ⟪v t i - com m (v t), v t i - com m (v t)⟫_ℝ)) t := fun i =>
    (((hasDerivAt_pi.1 hx i).fun_sub (hasDerivAt_com m hx)).inner ℝ
      ((hasDerivAt_pi.1 hv i).fun_sub (hasDerivAt_com m hv))).const_mul (m i)
  have hs := HasDerivAt.fun_sum (u := Finset.univ) fun i _ => h i
  refine hs.congr_deriv ?_
  -- the acceleration of the centre of mass drops out
  have e : ∀ i, m i * (⟪x t i - com m (x t), a i - com m a⟫_ℝ
        + ⟪v t i - com m (v t), v t i - com m (v t)⟫_ℝ) =
      m i * ‖v t i - com m (v t)‖ ^ 2 + ⟪x t i - com m (x t), m i • a i⟫_ℝ
        - m i * ⟪x t i - com m (x t), com m a⟫_ℝ := by
    intro i
    rw [inner_sub_right (x t i - com m (x t)), real_inner_self_eq_norm_sq,
      real_inner_smul_right]
    ring
  rw [Finset.sum_congr rfl fun i _ => e i, Finset.sum_sub_distrib, Finset.sum_add_distrib,
    sum_deviation_inner hM, sub_zero]

/-- **Instantaneous virial of a rigid molecule.** If all pair distances stay constant and the
total mass is nonzero, then `∑ mᵢ ‖vᵢ - u‖² + ∑ ⟨xᵢ - c, mᵢ aᵢ⟩ = 0` at each time `t` at which
the accelerations exist. -/
theorem rigid_virial {m : ι → ℝ} (hM : ∑ i, m i ≠ 0) {x v : ℝ → ι → E} {a : ι → E} {t : ℝ}
    (hx : ∀ s, HasDerivAt x (v s) s) (hv : HasDerivAt v a t)
    (hrigid : ∀ s i j, ‖x s i - x s j‖ = ‖x 0 i - x 0 j‖) :
    ∑ i, m i * ‖v t i - com m (v t)‖ ^ 2
      + ∑ i, ⟪x t i - com m (x t), m i • a i⟫_ℝ = 0 := by
  -- rigidity freezes the central moment
  have hI : ∀ s, centralMoment m (x s) = centralMoment m (x 0) := by
    intro s
    apply mul_left_cancel₀ (mul_ne_zero two_ne_zero hM)
    rw [← sum_pair_distances hM (x s), ← sum_pair_distances hM (x 0)]
    simp only [hrigid s]
  -- hence the radial momentum sum vanishes at all times, and so does its derivative
  have hL : ∀ s, radialMomentum m (x s) (v s) = 0 := by
    intro s
    have hc : (fun r => centralMoment m (x r)) = fun _ => centralMoment m (x 0) := funext hI
    have h1 := hasDerivAt_centralMoment m (hx s)
    rw [hc] at h1
    linarith [h1.unique (hasDerivAt_const s (centralMoment m (x 0)))]
  have hz : (fun s => radialMomentum m (x s) (v s)) = fun _ => (0 : ℝ) := funext hL
  have h2 := hasDerivAt_radialMomentum hM (hx t) hv
  rw [hz] at h2
  exact h2.unique (hasDerivAt_const t (0 : ℝ))

/-- For a rigid molecule of nonzero total mass whose atoms obey Newton's law under the total
forces `f i`, constraint forces included, the atomic sum `∑ mᵢ ‖vᵢ‖² + ∑ ⟨xᵢ, fᵢ⟩` equals the
molecular one, `M ‖u‖² + ⟨c, ∑ fᵢ⟩`, at each time `t` at which the accelerations exist. -/
theorem atomic_eq_molecular {m : ι → ℝ} (hM : ∑ i, m i ≠ 0) {x v : ℝ → ι → E}
    {a f : ι → E} {t : ℝ} (hx : ∀ s, HasDerivAt x (v s) s) (hv : HasDerivAt v a t)
    (hrigid : ∀ s i j, ‖x s i - x s j‖ = ‖x 0 i - x 0 j‖) (newton : ∀ i, m i • a i = f i) :
    ∑ i, m i * ‖v t i‖ ^ 2 + ∑ i, ⟪x t i, f i⟫_ℝ =
      (∑ i, m i) * ‖com m (v t)‖ ^ 2 + ⟪com m (x t), ∑ i, f i⟫_ℝ := by
  have h := rigid_virial hM hx hv hrigid
  simp only [newton, inner_sub_left, Finset.sum_sub_distrib, ← inner_sum] at h
  have e : ∀ i, m i * ‖v t i‖ ^ 2 = m i * ‖v t i - com m (v t)‖ ^ 2
      + 2 * (m i * ⟪v t i - com m (v t), com m (v t)⟫_ℝ) + m i * ‖com m (v t)‖ ^ 2 := by
    intro i
    have d := norm_add_sq_real (v t i - com m (v t)) (com m (v t))
    rw [sub_add_cancel] at d
    rw [d]
    ring
  have k : ∑ i, m i * ‖v t i‖ ^ 2 = ∑ i, m i * ‖v t i - com m (v t)‖ ^ 2
      + (∑ i, m i) * ‖com m (v t)‖ ^ 2 := by
    rw [Finset.sum_congr rfl fun i _ => e i, Finset.sum_add_distrib, Finset.sum_add_distrib,
      ← Finset.mul_sum, sum_deviation_inner hM, ← Finset.sum_mul]
    ring
  linarith

/-- Conversely, for nonnegative masses with nonzero total, if the virial balance holds at all
times, past and future, then the central moment is constant. -/
theorem centralMoment_const {m : ι → ℝ} (hm : ∀ i, 0 ≤ m i) (hM : ∑ i, m i ≠ 0)
    {x v a : ℝ → ι → E} (hx : ∀ s, HasDerivAt x (v s) s) (hv : ∀ s, HasDerivAt v (a s) s)
    (hbal : ∀ s, ∑ i, m i * ‖v s i - com m (v s)‖ ^ 2
      + ∑ i, ⟪x s i - com m (x s), m i • a s i⟫_ℝ = 0) (t : ℝ) :
    centralMoment m (x t) = centralMoment m (x 0) := by
  have dL := fun s => hasDerivAt_radialMomentum hM (hx s) (hv s)
  have hL : ∀ s, radialMomentum m (x s) (v s) = radialMomentum m (x 0) (v 0) := fun s =>
    is_const_of_deriv_eq_zero (fun r => (dL r).differentiableAt)
      (fun r => (dL r).deriv.trans (hbal r)) s 0
  set L := radialMomentum m (x 0) (v 0) with hLdef
  -- the central moment is affine in time
  have dg : ∀ s, HasDerivAt (fun r => centralMoment m (x r) - 2 * L * r) 0 s := by
    intro s
    refine ((hasDerivAt_centralMoment m (hx s)).fun_sub
      ((hasDerivAt_id' s).const_mul (2 * L))).congr_deriv ?_
    rw [hL s]
    ring
  have hI : ∀ s, centralMoment m (x s) = centralMoment m (x 0) + 2 * L * s := by
    intro s
    have h := is_const_of_deriv_eq_zero (fun r => (dg r).differentiableAt)
      (fun r => (dg r).deriv) s 0
    simp only [mul_zero, sub_zero] at h
    linarith
  -- an affine function that is never negative has zero slope
  have hL0 : L = 0 := by
    by_contra hne
    have hs := hI (-(centralMoment m (x 0) + 1) / (2 * L))
    rw [mul_div_cancel₀ _ (mul_ne_zero two_ne_zero hne)] at hs
    have hp : 0 ≤ centralMoment m (x (-(centralMoment m (x 0) + 1) / (2 * L))) :=
      Finset.sum_nonneg fun i _ => mul_nonneg (hm i) (sq_nonneg _)
    linarith
  rw [hI t, hL0]
  ring

/-- A diatomic with positive masses that satisfies the virial balance at all times, past and
future, has constant bond length. -/
theorem diatomic_rigid {m : Fin 2 → ℝ} (hm : ∀ i, 0 < m i) {x v a : ℝ → Fin 2 → E}
    (hx : ∀ s, HasDerivAt x (v s) s) (hv : ∀ s, HasDerivAt v (a s) s)
    (hbal : ∀ s, ∑ i, m i * ‖v s i - com m (v s)‖ ^ 2
      + ∑ i, ⟪x s i - com m (x s), m i • a s i⟫_ℝ = 0) (t : ℝ) :
    ‖x t 0 - x t 1‖ = ‖x 0 0 - x 0 1‖ := by
  have hM : ∑ i, m i ≠ 0 := by
    rw [Fin.sum_univ_two]
    exact (add_pos (hm 0) (hm 1)).ne'
  have hI := centralMoment_const (fun i => (hm i).le) hM hx hv hbal t
  have p : ∀ s, 2 * (m 0 * m 1) * ‖x s 0 - x s 1‖ ^ 2 =
      2 * (m 0 + m 1) * centralMoment m (x s) := by
    intro s
    have q := sum_pair_distances hM (x s)
    simp only [Fin.sum_univ_two, sub_self, norm_zero] at q
    rw [norm_sub_rev (x s 1) (x s 0)] at q
    linear_combination q
  have hsq : ‖x t 0 - x t 1‖ ^ 2 = ‖x 0 0 - x 0 1‖ ^ 2 := by
    apply mul_left_cancel₀ (mul_ne_zero two_ne_zero (mul_pos (hm 0) (hm 1)).ne')
    rw [p t, p 0, hI]
  exact (sq_eq_sq₀ (norm_nonneg _) (norm_nonneg _)).1 hsq

end

end RigidMoleculeVirial
```

```lean
#print axioms RigidMoleculeVirial.rigid_virial
-- 'RigidMoleculeVirial.rigid_virial' depends on axioms: [propext, Classical.choice, Quot.sound]
#print axioms RigidMoleculeVirial.atomic_eq_molecular
-- 'RigidMoleculeVirial.atomic_eq_molecular' depends on axioms: [propext, Classical.choice, Quot.sound]
#print axioms RigidMoleculeVirial.diatomic_rigid
-- 'RigidMoleculeVirial.diatomic_rigid' depends on axioms: [propext, Classical.choice, Quot.sound]
```

### Trajectories, masses and forces in the Lean statements

The finite type `ι` labels the atoms, and `E` is a real inner product space; for $\mathbb R^3$ take `EuclideanSpace ℝ (Fin 3)`. A trajectory `x : ℝ → ι → E` gives the position `x s i` of atom `i` at time `s`. In `rigid_virial`, `hx` says that `v` is the velocity at every time, while `hv` asks for the accelerations `a` only at the time `t` under study.

The hypothesis `hrigid` says that every pair distance always equals its value at time 0. It stands for exact constraints that fix the whole shape of the molecule: bonds, angles and torsions. A molecule with fixed bonds but a changing angle doesn't satisfy it.

Of the masses, `hM` asks only that their sum be nonzero, so massless interaction sites are allowed. In `atomic_eq_molecular`, however, the hypothesis `newton` makes the force on such a site zero. This fits the usual practice of transferring its force to the massive atoms. The forces `f` there must include the constraint forces.

Some names and conventions differ from common use:

- `com` is the mass-weighted mean of any vectors, so `com m (v t)` is the velocity $u$.
- `centralMoment` is $I$, taken about a point; it isn't the moment of inertia about an axis.
- `radialMomentum` is $L$, a scalar sum and not an angular momentum.
- "Virial" here means $\sum_i\langle x_i,f_i\rangle$, or $\sum_i\langle r_i,f_i\rangle$ when it is taken about the centre of mass, without the factor $-\tfrac12$ that some texts include.

The converse, `centralMoment_const`, needs the balance at all past and future times. It concludes that $I$ is constant, which is a single condition on the distances. Only for two atoms, in `diatomic_rigid`, is this turned into a fixed bond length.

### Two derivatives of a constant

`sum_deviation_inner` is the cancellation $\sum_i m_i r_i=0$, stated as an inner product with an arbitrary vector `z`, since every later use has that shape. `sum_pair_distances` expands each distance about the centre of mass with `norm_sub_sq_real` and removes the cross term by that lemma.

Three lemmas supply the calculus. `hasDerivAt_com` differentiates the centre of mass atom by atom. `hasDerivAt_centralMoment` gives $\dot I=2L$ from the derivative of a squared norm. `hasDerivAt_radialMomentum` applies the product rule to the inner products; the acceleration of the centre of mass, `com m a`, then drops out by `sum_deviation_inner`.

In `rigid_virial`, the step `hI` cancels the nonzero factor $2M$ from the pair formula and finds $I$ constant. The function $I$ now has two derivatives on record, $2L$ and 0, and `h1.unique` equates them, which gives `hL`: $L=0$ at every time. The same argument, applied to $L$ at time `t`, equates the kinetic term plus virial with zero.

`atomic_eq_molecular` rewrites $m_ia_i$ as $f_i$ in this balance and splits the virial. Its step `k` is the splitting of the kinetic sum, and `linarith` adds the parts.

For the converse, `is_const_of_deriv_eq_zero` is used twice: first on $L$, then on $I(t)-2Lt$. The step `hL0` evaluates $I$ at the time where it would be $-1$ and reaches the contradiction. `diatomic_rigid` writes the pair formula out for atoms 0 and 1, cancels the positive factor $2m_0m_1$, and passes from equal squares to equal lengths because norms are nonnegative.
